# Arithmetic mean ≤ square root ≤ logarithm: ordering three discretised Weizsäcker energies for positive densities

A finite-difference code for orbital-free density functional theory may assign a Weizsäcker energy to the bond between two neighbouring grid points, although the density $n$ is known only at the two ends. In atomic units the continuum energy density can be written in three equal ways,

$$\frac{|\nabla n|^2}{8n}=\frac{|\nabla\sqrt n|^2}{2}=\frac{\nabla n\cdot\nabla\log n}{8},$$

and each gives a different bond formula. For a fixed positive density on a finite grid with nonnegative bond weights, the result below fixes the sign of the energy change, if there is any, when one formula is exchanged for another. It does not rank them by accuracy.

```lean
import Mathlib

open Finset

namespace DiscreteWeizsaecker

noncomputable section
```

This loads the mathematical library Mathlib and opens a namespace for the definitions.

## Three formulas for one bond

```lean
/-- Edge energy `(δn)² / (8 n)` with `n` replaced by the arithmetic mean of the end densities. -/
def edgeMean (a b : ℝ) : ℝ := (a - b) ^ 2 / (8 * ((a + b) / 2))
```

The real numbers `a` and `b` are the densities at the two ends. The density in the denominator is replaced by its arithmetic mean:

$$E_{\rm mean}(a,b)=\frac{(a-b)^2}{8\,(a+b)/2}=\frac{(a-b)^2}{4(a+b)}.$$

```lean
/-- Edge energy `(δ√n)² / 2`, the kinetic form in the amplitude `√n`. -/
def edgeSqrt (a b : ℝ) : ℝ := (√a - √b) ^ 2 / 2
```

Here the amplitude $\sqrt n$ is differenced: $E_{\rm sqrt}(a,b)=(\sqrt a-\sqrt b)^2/2$.

```lean
/-- Edge energy `(δn)(δ log n) / 8`, the logarithmic form. -/
def edgeLog (a b : ℝ) : ℝ := (a - b) * (Real.log a - Real.log b) / 8
```

The third formula is $E_{\log}(a,b)=(a-b)(\log a-\log b)/8$. A mistake that suggests itself is to state the ordering for nonnegative densities. Lean sets `Real.log 0 = 0`, so at $a=1$, $b=0$ the logarithmic formula would give $0$ and the square-root formula $1/2$, in the wrong order. The ordering theorems therefore assume positive densities.

```lean
/-- Discretised energy of the density `n`: the edge formula `f` summed over ordered pairs of
sites with bond weights `w`. -/
def energy {ι : Type*} [Fintype ι] (f : ℝ → ℝ → ℝ) (w : ι → ι → ℝ) (n : ι → ℝ) : ℝ :=
  ∑ i, ∑ j, w i j * f (n i) (n j)
```

The finite type `ι` labels the grid sites, `n i` is the density at site $i$, and

$$E_f[n]=\sum_{i,j}w_{ij}\,f(n_i,n_j).$$

The weight $w_{ij}$ absorbs the volume element and the inverse square of the spacing. The sum runs over ordered pairs, so a symmetric $w$ counts each bond twice and must carry half the physical weight.

## The order on a single bond

```lean
/-- For `0 < y < x`, the difference `log x - log y` exceeds `x - y` divided by the arithmetic mean
of `x` and `y`. -/
theorem diff_div_mean_lt_log {x y : ℝ} (hy : 0 < y) (hxy : y < x) :
    2 * (x - y) / (x + y) < Real.log x - Real.log y := by
  have hx : 0 < x := hy.trans hxy
  have hs : x + y ≠ 0 := (add_pos hx hy).ne'
  have h := Real.lt_log_one_add_of_pos (div_pos (sub_pos.2 hxy) hy)
  have e1 : 1 + (x - y) / y = x / y := by
    rw [sub_div, div_self hy.ne']; ring
  have e2 : (x - y) / y + 2 = (x + y) / y := by
    rw [eq_div_iff hy.ne', add_mul, div_mul_cancel₀ _ hy.ne']; ring
  have e3 : 2 * ((x - y) / y) / ((x + y) / y) = 2 * (x - y) / (x + y) := by
    field_simp
  rwa [e1, e2, e3, Real.log_div hx.ne' hy.ne'] at h
```

In the Lean theorems here, the hypotheses stand in brackets after the name, the claim after the colon that follows the brackets, and the proof after `:=`. Here the claim is that for $x>y>0$

$$\frac{2(x-y)}{x+y}<\log x-\log y.$$

By hand, put $t=(x-y)/y>0$ and $g(t)=\log(1+t)-\frac{2t}{t+2}$. Then $g(0)=0$ and

$$g'(t)=\frac1{1+t}-\frac4{(t+2)^2}=\frac{t^2}{(1+t)(t+2)^2}>0,$$

so $g(t)>0$. Since $1+t=x/y$ and $t+2=(x+y)/y$, this is the claim. Lean takes the inequality in $t$ from Mathlib (`Real.lt_log_one_add_of_pos`); `e1`, `e2` and `e3` translate it back to $x$ and $y$.

```lean
/-- On an edge with different positive end densities the arithmetic-mean formula lies strictly below
the square-root formula. -/
theorem edgeMean_lt_edgeSqrt {a b : ℝ} (ha : 0 < a) (hb : 0 < b) (hne : a ≠ b) :
    edgeMean a b < edgeSqrt a b := by
  -- pass to the amplitudes x = √a and y = √b
  obtain ⟨x, hx, rfl⟩ : ∃ x : ℝ, 0 < x ∧ a = x ^ 2 :=
    ⟨√a, Real.sqrt_pos.2 ha, (Real.sq_sqrt ha.le).symm⟩
  obtain ⟨y, hy, rfl⟩ : ∃ y : ℝ, 0 < y ∧ b = y ^ 2 :=
    ⟨√b, Real.sqrt_pos.2 hb, (Real.sq_sqrt hb.le).symm⟩
  have hd : x - y ≠ 0 := fun h => hne (by rw [sub_eq_zero.1 h])
  have h4 : 0 < (x - y) ^ 4 := Even.pow_pos (by decide) hd
  unfold edgeMean edgeSqrt
  rw [Real.sqrt_sq hx.le, Real.sqrt_sq hy.le, div_lt_iff₀ (by positivity)]
  nlinarith [h4]
```

For $a\neq b$, write $a=x^2$ and $b=y^2$ with $x,y>0$. Then

$$E_{\rm sqrt}-E_{\rm mean}=\frac{(x-y)^2\left[2(x^2+y^2)-(x+y)^2\right]}{4(x^2+y^2)}=\frac{(x-y)^4}{4(x^2+y^2)}>0.$$

The `obtain` lines introduce $x$ and $y$, `h4` is the positive fourth power, and `nlinarith` does the remaining algebra once the denominator is cleared.

```lean
/-- On an edge with different positive end densities the square-root formula lies strictly below the
logarithmic formula. -/
theorem edgeSqrt_lt_edgeLog {a b : ℝ} (ha : 0 < a) (hb : 0 < b) (hne : a ≠ b) :
    edgeSqrt a b < edgeLog a b := by
  wlog h : b < a generalizing a b
  · have h' := this hb ha hne.symm (lt_of_le_of_ne (not_lt.1 h) hne)
    unfold edgeSqrt edgeLog at *
    nlinarith [h']
  have hlt : √b < √a := Real.sqrt_lt_sqrt hb.le h
  have hy : 0 < √b := Real.sqrt_pos.2 hb
  -- compare the means of the amplitudes, then multiply by their difference
  have L := diff_div_mean_lt_log hy hlt
  rw [Real.log_sqrt ha.le, Real.log_sqrt hb.le,
    div_lt_iff₀ (add_pos (hy.trans hlt) hy)] at L
  have m := mul_lt_mul_of_pos_left L (sub_pos.2 hlt)
  have e : (√a - √b) * ((Real.log a / 2 - Real.log b / 2) * (√a + √b))
      = (a - b) * (Real.log a - Real.log b) / 2 := by
    linear_combination ((Real.log a - Real.log b) / 2) *
      (Real.sq_sqrt ha.le - Real.sq_sqrt hb.le)
  rw [e] at m
  unfold edgeSqrt edgeLog
  nlinarith [m]
```

Both formulas are symmetric in their arguments, so `wlog` lets us take $a>b$. Applying the logarithmic inequality to the amplitudes $\sqrt a>\sqrt b$ gives

$$\frac{2(\sqrt a-\sqrt b)}{\sqrt a+\sqrt b}<\frac{\log a-\log b}{2}.$$

Multiplying by $\sqrt a+\sqrt b$ and then by $\sqrt a-\sqrt b$, both positive, yields

$$2(\sqrt a-\sqrt b)^2<\frac{(a-b)(\log a-\log b)}{2},$$

and division by 4 gives $E_{\rm sqrt}<E_{\log}$. In the code, `L` is the first inequality with its denominator cleared, `m` is the result of the second multiplication, and `e` simplifies its right-hand side.

At $a=b$ all three formulas vanish. Doubling them gives, for all $a,b>0$,

$$\frac{(a-b)^2}{2(a+b)}\le(\sqrt a-\sqrt b)^2\le\frac{(a-b)(\log a-\log b)}4,$$

with equality in either place only at $a=b$.

## From one bond to a grid

```lean
/-- Let two edge formulas agree at equal positive end densities and be strictly ordered at different
ones. For nonnegative weights and a positive density their energies are ordered, with equality
exactly when the density agrees across every bond of positive weight. -/
theorem energy_order {ι : Type*} [Fintype ι] {f g : ℝ → ℝ → ℝ} {w : ι → ι → ℝ} {n : ι → ℝ}
    (hd : ∀ a, 0 < a → f a a = g a a)
    (hs : ∀ a b, 0 < a → 0 < b → a ≠ b → f a b < g a b)
    (hw : ∀ i j, 0 ≤ w i j) (hn : ∀ i, 0 < n i) :
    energy f w n ≤ energy g w n ∧
      (energy f w n = energy g w n ↔ ∀ i j, 0 < w i j → n i = n j) := by
  have hle : ∀ i j, w i j * f (n i) (n j) ≤ w i j * g (n i) (n j) := by
    intro i j
    refine mul_le_mul_of_nonneg_left ?_ (hw i j)
    rcases eq_or_ne (n i) (n j) with h | h
    · rw [h]; exact (hd _ (hn j)).le
    · exact (hs _ _ (hn i) (hn j) h).le
  unfold energy
  refine ⟨sum_le_sum fun i _ => sum_le_sum fun j _ => hle i j, ?_, ?_⟩
  · -- a single bond with a density jump makes the inequality strict
    intro h i j hij
    by_contra hne
    have hlt : ∑ i, ∑ j, w i j * f (n i) (n j) < ∑ i, ∑ j, w i j * g (n i) (n j) :=
      sum_lt_sum (fun i _ => sum_le_sum fun j _ => hle i j)
        ⟨i, mem_univ _, sum_lt_sum (fun j _ => hle i j)
          ⟨j, mem_univ _, mul_lt_mul_of_pos_left (hs _ _ (hn i) (hn j) hne) hij⟩⟩
    exact hlt.ne h
  · intro h
    refine sum_congr rfl fun i _ => sum_congr rfl fun j _ => ?_
    rcases (hw i j).eq_or_lt with h0 | h0
    · rw [← h0, zero_mul, zero_mul]
    · rw [h i j h0, hd _ (hn j)]
```

Let $f$ and $g$ agree at equal densities (`hd`) and satisfy $f<g$ at different ones (`hs`). With $w_{ij}\ge0$ and $n_i>0$, every term obeys $w_{ij}f(n_i,n_j)\le w_{ij}g(n_i,n_j)$, and summation gives $E_f\le E_g$. If some bond has $w_{ij}>0$ and $n_i\ne n_j$, its term is strictly smaller, and so is the total. If there is no such bond, each term has either zero weight or equal densities, and the sums coincide. The lemma `hle` is the termwise comparison, and the two bullets prove the two directions of the equality criterion.

```lean
/-- For a positive density and nonnegative weights on a finite grid, the arithmetic-mean,
square-root and logarithmic Weizsaecker energies are in nondecreasing order; equality in either
place holds exactly when the density agrees across every bond of positive weight. -/
theorem weizsaecker_order {ι : Type*} [Fintype ι] {w : ι → ι → ℝ} {n : ι → ℝ}
    (hw : ∀ i j, 0 ≤ w i j) (hn : ∀ i, 0 < n i) :
    (energy edgeMean w n ≤ energy edgeSqrt w n ∧
      energy edgeSqrt w n ≤ energy edgeLog w n) ∧
    (energy edgeMean w n = energy edgeSqrt w n ↔ ∀ i j, 0 < w i j → n i = n j) ∧
    (energy edgeSqrt w n = energy edgeLog w n ↔ ∀ i j, 0 < w i j → n i = n j) := by
  have h1 := energy_order (f := edgeMean) (g := edgeSqrt)
    (fun a _ => by simp [edgeMean, edgeSqrt])
    (fun _ _ ha hb h => edgeMean_lt_edgeSqrt ha hb h) hw hn
  have h2 := energy_order (f := edgeSqrt) (g := edgeLog)
    (fun a _ => by simp [edgeSqrt, edgeLog])
    (fun _ _ ha hb h => edgeSqrt_lt_edgeLog ha hb h) hw hn
  exact ⟨⟨h1.1, h2.1⟩, h1.2, h2.2⟩
```

Inserting the two bond inequalities gives

$$E_{\rm mean}[n]\le E_{\rm sqrt}[n]\le E_{\log}[n].$$

Either equality holds exactly when $n_i=n_j$ on every bond of positive weight.

```lean
/-- Let the density be positive, the weights nonnegative, and every site reachable from every other
along bonds of positive weight. Then the arithmetic-mean and square-root energies are equal exactly
for a uniform density, and so are the square-root and logarithmic energies. -/
theorem equality_iff_uniform {ι : Type*} [Fintype ι] {w : ι → ι → ℝ} {n : ι → ℝ}
    (hw : ∀ i j, 0 ≤ w i j) (hn : ∀ i, 0 < n i)
    (hconn : ∀ i j, Relation.ReflTransGen (fun k l => 0 < w k l) i j) :
    (energy edgeMean w n = energy edgeSqrt w n ↔ ∀ i j, n i = n j) ∧
    (energy edgeSqrt w n = energy edgeLog w n ↔ ∀ i j, n i = n j) := by
  have key : (∀ i j, 0 < w i j → n i = n j) ↔ ∀ i j, n i = n j := by
    refine ⟨fun h i j => ?_, fun h i j _ => h i j⟩
    -- carry the density along a path of bonds
    have p := hconn i j
    induction p with
    | refl => rfl
    | tail _ hb ih => exact ih.trans (h _ _ hb)
  have h := (weizsaecker_order hw hn).2
  exact ⟨h.1.trans key, h.2.trans key⟩
```

The hypothesis `hconn` says that any site can be reached from any other by a chain of steps $k\to l$ with $w_{kl}>0$. A connected grid with symmetric weights satisfies it. Equal densities across each bond then propagate along the chain, which is the induction in the proof, so equality in either place means a uniform density.

## How far apart the energies can be

```lean
/-- For a positive density and nonnegative weights, the square-root energy is at most twice the
arithmetic-mean energy. -/
theorem energy_sqrt_le_two_mean {ι : Type*} [Fintype ι] {w : ι → ι → ℝ} {n : ι → ℝ}
    (hw : ∀ i j, 0 ≤ w i j) (hn : ∀ i, 0 < n i) :
    energy edgeSqrt w n ≤ 2 * energy edgeMean w n := by
  have edge : ∀ a b : ℝ, 0 < a → 0 < b → edgeSqrt a b ≤ 2 * edgeMean a b := by
    intro a b ha hb
    obtain ⟨x, hx, rfl⟩ : ∃ x : ℝ, 0 < x ∧ a = x ^ 2 :=
      ⟨√a, Real.sqrt_pos.2 ha, (Real.sq_sqrt ha.le).symm⟩
    obtain ⟨y, hy, rfl⟩ : ∃ y : ℝ, 0 < y ∧ b = y ^ 2 :=
      ⟨√b, Real.sqrt_pos.2 hb, (Real.sq_sqrt hb.le).symm⟩
    unfold edgeMean edgeSqrt
    rw [Real.sqrt_sq hx.le, Real.sqrt_sq hy.le, ← mul_div_assoc, le_div_iff₀ (by positivity)]
    nlinarith [mul_nonneg (sq_nonneg (x - y)) (mul_pos hx hy).le]
  unfold energy
  rw [mul_sum]
  refine sum_le_sum fun i _ => ?_
  rw [mul_sum]
  refine sum_le_sum fun j _ => ?_
  have h := mul_le_mul_of_nonneg_left (edge _ _ (hn i) (hn j)) (hw i j)
  linarith
```

With $a=x^2$ and $b=y^2$ again,

$$2E_{\rm mean}=\frac{(x-y)^2(x+y)^2}{2(x^2+y^2)}\ge\frac{(x-y)^2}{2}=E_{\rm sqrt},$$

because $(x+y)^2\ge x^2+y^2$. Weighted summation gives $E_{\rm sqrt}[n]\le2E_{\rm mean}[n]$, so these two energies never differ by more than a factor of two.

```lean
/-- No positive constant multiple of the square-root formula bounds the logarithmic formula on all
edges with positive end densities. -/
theorem edgeLog_unbounded {C : ℝ} (hC : 0 < C) :
    ∃ a b : ℝ, 0 < a ∧ 0 < b ∧ C * edgeSqrt a b < edgeLog a b := by
  have h1 : 1 < Real.exp (2 * C) := Real.one_lt_exp_iff.2 (by positivity)
  refine ⟨Real.exp (2 * C) ^ 2, 1, by positivity, one_pos, ?_⟩
  unfold edgeSqrt edgeLog
  rw [Real.sqrt_sq (Real.exp_pos _).le, Real.sqrt_one, Real.log_pow, Real.log_exp,
    Real.log_one]
  push_cast
  nlinarith [mul_pos hC (sub_pos.2 h1)]

end

end DiscreteWeizsaecker
```

The logarithmic formula has no such bound. Given $C>0$, take $s=e^{2C}$, $a=s^2$ and $b=1$. Then $\log a=4C$ and

$$E_{\log}-C\,E_{\rm sqrt}=\frac C2\left[(s^2-1)-(s-1)^2\right]=C(s-1)>0.$$

The densities chosen here differ by a factor $e^{4C}$ across one bond. Large density ratios can occur where a coarse grid samples a rapidly decaying tail.

```lean
#print axioms DiscreteWeizsaecker.weizsaecker_order
#print axioms DiscreteWeizsaecker.equality_iff_uniform
#print axioms DiscreteWeizsaecker.energy_sqrt_le_two_mean
#print axioms DiscreteWeizsaecker.edgeLog_unbounded
```

```
'DiscreteWeizsaecker.weizsaecker_order' depends on axioms: [propext, Classical.choice, Quot.sound]
'DiscreteWeizsaecker.equality_iff_uniform' depends on axioms: [propext, Classical.choice, Quot.sound]
'DiscreteWeizsaecker.energy_sqrt_le_two_mean' depends on axioms: [propext, Classical.choice, Quot.sound]
'DiscreteWeizsaecker.edgeLog_unbounded' depends on axioms: [propext, Classical.choice, Quot.sound]
```
